# The Curie–Weiss law for a mean-field branch with zero magnetisation at zero field

## Spins, fields and units

Consider Ising spins $s_i = \pm 1$ at temperature $T > 0$ in a uniform applied field $h$. Units are chosen so that $k_B = 1$ and each spin carries unit magnetic moment, so temperature, field and coupling are all energies. The magnetisation per spin is $m = \langle s_i \rangle$, taken to be the same on every site. The number $J$ is the total coupling of one spin to all the others: for a lattice with $z$ neighbours and bond strength $K$, it is $J = zK$. Positive $J$ favours alignment, and negative $J$ is allowed.

The zero-field susceptibility is $\chi = m'(0)$, the slope of $m(h)$ at $h = 0$.

## The self-consistency equation

A single spin in a field $H$ has the thermal average

$$\langle s \rangle = \frac{e^{H/T} - e^{-H/T}}{e^{H/T} + e^{-H/T}} = \tanh\frac{H}{T}.$$

Mean-field theory replaces the neighbours of each spin by their average, so that the spin sees the effective field $H = Jm + h$. Requiring the average to reproduce itself gives

$$m(h) = \tanh\frac{J\,m(h) + h}{T}.$$

This equation is the starting point here. It stands for the neglect of correlated fluctuations between spins, and it is postulated, not derived from an interacting Hamiltonian. A function $m$ that satisfies it for all $h$ in some neighbourhood of zero will be called a mean-field branch.

## Susceptibility and critical point

Let $T > 0$ and let $J$ be real. If a mean-field branch is differentiable at $h = 0$ and has $m(0) = 0$, then

$$T \neq J \qquad\text{and}\qquad \chi = \frac{1}{T - J}.$$

This is the Curie–Weiss form with Curie constant $1$ and Weiss temperature $J$. As a description of a material, the law is a statement about measured susceptibilities well above an ordering temperature; the result here concerns the solutions of the mean-field equation.

Differentiability means that the magnetisation has a linear response to a weak field. The condition $m(0) = 0$ means that there is no spontaneous magnetisation. It selects a branch when $0 < T < J$, where the zero-field equation also has nonzero solutions. In that range the formula gives $\chi < 0$, which signals that the unmagnetised solution is thermodynamically unstable. These two comments on $0 < T < J$ are background to the theorems and are not established by them.

For a numerical solver of this single-variable, uniform mean-field equation, the formula gives the slope that the computed magnetisation should approach at weak field when $T > J$.

## The slope at zero field

The derivative of $\tanh = \sinh/\cosh$ at zero is

$$\tanh'(0) = \frac{\cosh^2 0 - \sinh^2 0}{\cosh^2 0} = 1.$$

Write $u(h) = (J\,m(h) + h)/T$. Since $m(0) = 0$, we have $u(0) = 0$, and

$$u'(0) = \frac{J\chi + 1}{T}.$$

By the chain rule, $\tanh(u(h))$ has slope $\tanh'(0)\,u'(0) = (J\chi + 1)/T$ at $h = 0$. This function agrees with $m(h)$ in a neighbourhood of zero, so the two slopes are equal:

$$\chi = \frac{J\chi + 1}{T}, \qquad T\chi = J\chi + 1, \qquad \chi\,(T - J) = 1.$$

If $T$ were equal to $J$, the last equation would read $0 = 1$. Hence $T \neq J$, and division gives $\chi = 1/(T - J)$.

## A branch at every temperature other than $J$

To see that the hypotheses can be met, use the reduced effective field $x = (Jm + h)/T$ as the independent variable. Then $m = \tanh x$, and the applied field is

$$h = g(x) = Tx - J\tanh x.$$

Here $g(0) = 0$ and $g'(0) = T - J$. For $T \neq J$ this slope is nonzero, so the inverse function theorem supplies a function $\varphi$, differentiable at zero, with $\varphi(0) = 0$ and $g(\varphi(h)) = h$ for $h$ near zero. Put $m(h) = \tanh\varphi(h)$. Then

$$J\,m(h) + h = J\tanh\varphi(h) + T\varphi(h) - J\tanh\varphi(h) = T\varphi(h),$$

so $\tanh((J\,m(h) + h)/T) = \tanh\varphi(h) = m(h)$. This is a mean-field branch with $m(0) = 0$. It is differentiable at zero, and the law gives its slope $1/(T - J)$.

## No spontaneous magnetisation for $J \le T$

First, $\tanh x < x$ for $x > 0$. Let $f(y) = y\cosh y - \sinh y$. Then $f(0) = 0$ and

$$f'(y) = \cosh y + y\sinh y - \cosh y = y\sinh y > 0 \qquad (y > 0).$$

So $f(x) > 0$ for $x > 0$, which says $\sinh x < x\cosh x$. Dividing by $\cosh x > 0$ gives the inequality.

Now let $J \le T$, and let $\mu$ solve the zero-field equation $\mu = \tanh(J\mu/T)$. Suppose $\mu > 0$ and set $y = J\mu/T$, so that $y \le \mu$. There are two cases.

- If $y > 0$, then $\mu = \tanh y < y \le \mu$, a contradiction.
- If $y \le 0$, then $\mu = \tanh y \le 0$, again a contradiction.

Therefore $\mu \le 0$. Since $\tanh$ is odd, $-\mu$ solves the same equation, so $-\mu \le 0$ as well. Hence $\mu = 0$.

Every branch satisfies the zero-field equation at $h = 0$, so for $J \le T$ the condition $m(0) = 0$ holds automatically. Two consequences follow. For $J < T$, every branch that is differentiable at zero field has $\chi = 1/(T - J)$. At $T = J$, a branch differentiable at zero field would contradict the law, so there is none.

## Branches and derivatives in Lean

Temperature, coupling and field are real numbers, and a magnetisation curve is a function `m : ℝ → ℝ`. The predicate `IsMeanFieldBranch T J m` says that the self-consistency equation holds for all `h` in some neighbourhood of zero; the notation `∀ᶠ h in 𝓝 (0 : ℝ)` expresses this. Values of `m` at larger fields are unrestricted.

The theorem `curie_weiss_law` takes `0 < T`, a branch `m`, differentiability `DifferentiableAt ℝ m 0`, and `m 0 = 0`. It concludes `T ≠ J` together with `HasDerivAt m (1 / (T - J)) 0`, which says that `m` has derivative $1/(T - J)$ at zero field. The first part matters for reading the second, because Lean evaluates `1 / 0` as `0`.

The theorem `exists_branch` provides a branch with these properties for every `T > 0` with `T ≠ J`, on both sides of the critical point. It does not claim that the branch is unique. The theorems `no_spontaneous_magnetisation` and `branch_zero` cover `J ≤ T`, including zero and negative coupling. The last two theorems are the consequences for `J < T` and `T = J`. At `T = J` the statement is only that differentiability fails; it neither constructs a critical branch nor gives a critical exponent.

The model has one magnetisation for all sites, so staggered order, which negative coupling can produce on suitable lattices, is not described. Nor do the theorems say how well the mean-field equation approximates a given spin system.

```lean
import Mathlib

open Filter Topology

namespace CurieWeissLaw

/-- The magnetisation `m`, as a function of the applied field, solves the mean-field
self-consistency equation at temperature `T ≠ 0` and coupling `J` for all fields near zero. -/
def IsMeanFieldBranch (T J : ℝ) (m : ℝ → ℝ) : Prop :=
  ∀ᶠ h in 𝓝 (0 : ℝ), m h = Real.tanh ((J * m h + h) / T)

/-- The single-spin response `tanh x`, as a function of the reduced effective field `x`, has unit
slope at `x = 0`, in the sense of a strict derivative. -/
theorem tanh_slope_zero : HasStrictDerivAt Real.tanh 1 0 := by
  have e : Real.tanh = fun x => Real.sinh x / Real.cosh x :=
    funext Real.tanh_eq_sinh_div_cosh
  have h := (Real.hasStrictDerivAt_sinh 0).div (Real.hasStrictDerivAt_cosh 0)
    (Real.cosh_pos 0).ne'
  rw [e]
  exact h.congr_deriv (by simp)

/-- **Curie-Weiss law.** Let `T > 0`. A mean-field branch that is differentiable at zero field and
has no magnetisation there exists only for `T ≠ J`, and its zero-field susceptibility is `1 / (T -
J)`. -/
theorem curie_weiss_law {T J : ℝ} {m : ℝ → ℝ} (hT : 0 < T)
    (hm : IsMeanFieldBranch T J m) (hd : DifferentiableAt ℝ m 0) (h0 : m 0 = 0) :
    T ≠ J ∧ HasDerivAt m (1 / (T - J)) 0 := by
  have hm' := hd.hasDerivAt
  -- the reduced effective field responds both directly and through the magnetisation
  have hin : HasDerivAt (fun h => (J * m h + h) / T) ((J * deriv m 0 + 1) / T) 0 :=
    ((hm'.const_mul J).fun_add (hasDerivAt_id' 0)).div_const T
  have ht : HasDerivAt Real.tanh 1 ((J * m 0 + 0) / T) := by
    have z : (J * m 0 + 0) / T = 0 := by simp [h0]
    rw [z]
    exact tanh_slope_zero.hasDerivAt
  have hc : HasDerivAt (fun h => Real.tanh ((J * m h + h) / T))
      (1 * ((J * deriv m 0 + 1) / T)) 0 :=
    HasDerivAt.comp (h := fun h => (J * m h + h) / T) (0 : ℝ) ht hin
  -- both sides of the self-consistency equation have the same slope
  have hslope : 1 * ((J * deriv m 0 + 1) / T) = deriv m 0 :=
    (hc.congr_of_eventuallyEq hm).unique hm'
  rw [one_mul, div_eq_iff hT.ne'] at hslope
  have key : deriv m 0 * (T - J) = 1 := by linear_combination -hslope
  have hne : T - J ≠ 0 := by
    intro h
    rw [h, mul_zero] at key
    exact zero_ne_one key
  exact ⟨sub_ne_zero.mp hne, hm'.congr_deriv ((eq_div_iff hne).mpr key)⟩

/-- At every temperature `T > 0` other than `J` there is a mean-field branch through zero
magnetisation at zero field, with susceptibility `1 / (T - J)`. -/
theorem exists_branch {T J : ℝ} (hT : 0 < T) (hTJ : T ≠ J) :
    ∃ m : ℝ → ℝ, IsMeanFieldBranch T J m ∧ m 0 = 0 ∧ HasDerivAt m (1 / (T - J)) 0 := by
  -- the applied field as a function of the reduced effective field `x`
  have hg : HasStrictDerivAt (fun x : ℝ => T * x - J * Real.tanh x) (T - J) 0 := by
    have h := ((hasStrictDerivAt_id (0 : ℝ)).const_mul T).sub (tanh_slope_zero.const_mul J)
    exact h.congr_deriv (by ring)
  have hF := hg.hasStrictFDerivAt_equiv (sub_ne_zero.mpr hTJ)
  -- invert this relation near zero
  obtain ⟨φ, h1, h2, h3⟩ : ∃ φ : ℝ → ℝ,
      (∀ᶠ y in 𝓝 (T * 0 - J * Real.tanh 0), T * φ y - J * Real.tanh (φ y) = y) ∧
      φ (T * 0 - J * Real.tanh 0) = 0 ∧
      DifferentiableAt ℝ φ (T * 0 - J * Real.tanh 0) :=
    ⟨_, hF.eventually_right_inverse, hF.localInverse_apply_image,
      hF.to_localInverse.hasFDerivAt.differentiableAt⟩
  have hg0 : T * 0 - J * Real.tanh 0 = 0 := by simp
  rw [hg0] at h1 h2 h3
  have hb : IsMeanFieldBranch T J (fun h => Real.tanh (φ h)) := by
    filter_upwards [h1] with y hy
    have e : (J * Real.tanh (φ y) + y) / T = φ y := by
      rw [div_eq_iff hT.ne']
      linear_combination -hy
    rw [e]
  have hz : Real.tanh (φ 0) = 0 := by rw [h2, Real.tanh_zero]
  have ht : DifferentiableAt ℝ Real.tanh (φ 0) := by
    rw [h2]
    exact tanh_slope_zero.hasDerivAt.differentiableAt
  have hd : DifferentiableAt ℝ (Real.tanh ∘ φ) 0 :=
    DifferentiableAt.comp (0 : ℝ) ht h3
  exact ⟨_, hb, hz, (curie_weiss_law hT hb hd hz).2⟩

/-- In a positive reduced effective field `x`, the magnetisation `tanh x` stays below the
linear response `x`. -/
theorem tanh_lt_self {x : ℝ} (hx : 0 < x) : Real.tanh x < x := by
  have hd : ∀ y : ℝ, HasDerivAt (fun y => y * Real.cosh y - Real.sinh y)
      (1 * Real.cosh y + y * Real.sinh y - Real.cosh y) y := fun y =>
    ((hasDerivAt_id' y).fun_mul (Real.hasDerivAt_cosh y)).fun_sub (Real.hasDerivAt_sinh y)
  have hmono : StrictMonoOn (fun y => y * Real.cosh y - Real.sinh y) (Set.Ici 0) := by
    apply strictMonoOn_of_deriv_pos (convex_Ici 0)
    · exact fun y _ => (hd y).continuousAt.continuousWithinAt
    · intro y hy
      rw [interior_Ici] at hy
      rw [(hd y).deriv]
      have hp : 0 < y * Real.sinh y := mul_pos hy (Real.sinh_pos_iff.mpr hy)
      linarith
  have h : 0 * Real.cosh 0 - Real.sinh 0 < x * Real.cosh x - Real.sinh x :=
    hmono (Set.mem_Ici.mpr le_rfl) (Set.mem_Ici.mpr hx.le) hx
  rw [Real.sinh_zero] at h
  rw [Real.tanh_eq_sinh_div_cosh, div_lt_iff₀ (Real.cosh_pos x)]
  linarith

/-- For `T > 0` and `J ≤ T` the mean-field equation in zero field has no solution other than zero
magnetisation. -/
theorem no_spontaneous_magnetisation {T J : ℝ} (hT : 0 < T) (hJ : J ≤ T) {μ : ℝ}
    (hμ : μ = Real.tanh (J * μ / T)) : μ = 0 := by
  have key : ∀ a : ℝ, a = Real.tanh (J * a / T) → a ≤ 0 := by
    intro a ha
    by_contra hn
    have hpos : 0 < a := not_le.mp hn
    have hle : J * a / T ≤ a := by
      rw [div_le_iff₀ hT]
      nlinarith
    rcases lt_or_ge 0 (J * a / T) with hy | hy
    · have := tanh_lt_self hy
      linarith
    · have hs : Real.tanh (J * a / T) ≤ 0 := by
        rw [Real.tanh_eq_sinh_div_cosh]
        exact div_nonpos_of_nonpos_of_nonneg (Real.sinh_nonpos_iff.mpr hy)
          (Real.cosh_pos _).le
      linarith
  -- reversing the magnetisation gives another solution
  have hneg : -μ = Real.tanh (J * (-μ) / T) := by
    have e : J * (-μ) / T = -(J * μ / T) := by ring
    rw [e, Real.tanh_neg, ← hμ]
  linarith [key μ hμ, key (-μ) hneg]

/-- For `T > 0` and `J ≤ T` every mean-field branch has zero magnetisation at zero field. -/
theorem branch_zero {T J : ℝ} {m : ℝ → ℝ} (hT : 0 < T) (hJ : J ≤ T)
    (hm : IsMeanFieldBranch T J m) : m 0 = 0 := by
  have h : m 0 = Real.tanh ((J * m 0 + 0) / T) := hm.self_of_nhds
  rw [add_zero] at h
  exact no_spontaneous_magnetisation hT hJ h

/-- For `T > 0` and `J < T` every mean-field branch that is differentiable at zero field has
susceptibility `1 / (T - J)` there. -/
theorem curie_weiss_paramagnet {T J : ℝ} {m : ℝ → ℝ} (hT : 0 < T) (hJ : J < T)
    (hm : IsMeanFieldBranch T J m) (hd : DifferentiableAt ℝ m 0) :
    HasDerivAt m (1 / (T - J)) 0 :=
  (curie_weiss_law hT hm hd (branch_zero hT hJ.le hm)).2

/-- At a temperature `T > 0` equal to the coupling `J`, no mean-field branch is differentiable at
zero field. -/
theorem critical_not_differentiable {T : ℝ} {m : ℝ → ℝ} (hT : 0 < T)
    (hm : IsMeanFieldBranch T T m) : ¬ DifferentiableAt ℝ m 0 := fun hd =>
  (curie_weiss_law hT hm hd (branch_zero hT le_rfl hm)).1 rfl

end CurieWeissLaw
```

```lean
#print axioms CurieWeissLaw.curie_weiss_law
#print axioms CurieWeissLaw.exists_branch
#print axioms CurieWeissLaw.curie_weiss_paramagnet
#print axioms CurieWeissLaw.critical_not_differentiable
```

```
'CurieWeissLaw.curie_weiss_law' depends on axioms: [propext, Classical.choice, Quot.sound]
'CurieWeissLaw.exists_branch' depends on axioms: [propext, Classical.choice, Quot.sound]
'CurieWeissLaw.curie_weiss_paramagnet' depends on axioms: [propext, Classical.choice, Quot.sound]
'CurieWeissLaw.critical_not_differentiable' depends on axioms: [propext, Classical.choice, Quot.sound]
```

## How the proofs follow the calculation

**Unit slope of the single-spin response.** `tanh_slope_zero` writes `Real.tanh` as a quotient and applies the quotient rule at zero. It proves a strict derivative, a stronger notion than the ordinary one, in which difference quotients converge even when both points move towards zero. The chain rule needs only the ordinary derivative, but the inverse function theorem uses the strict one.

**The law.** In `curie_weiss_law`, the number `deriv m 0` plays the role of $\chi$. The step `hin` computes $u'(0)$, `ht` gives the slope of $\tanh$ at $u(0) = 0$, and `hc` combines them by the chain rule. The branch equation enters through `hc.congr_of_eventuallyEq hm`: functions that agree near a point have the same derivative there. Uniqueness of the derivative then yields `hslope`, which is $(J\chi + 1)/T = \chi$. Clearing the denominator and rearranging gives `key`, the equation $\chi(T - J) = 1$. The step `hne` rules out $T - J = 0$ by reducing `key` to $0 = 1$, and the last line divides by $T - J$.

**Construction of a branch.** In `exists_branch`, `hg` is the strict derivative $g'(0) = T - J$. Since this number is nonzero, `hF` puts it in the form required by the inverse function theorem. The function `φ` is then obtained with three properties: it inverts $g$ near $g(0)$, it sends $g(0)$ to zero, and it is differentiable at $g(0)$. The rewrite by `hg0` replaces $g(0)$ by $0$. The step `hb` checks the self-consistency equation through the cancellation $J\tanh\varphi + h = T\varphi$. The susceptibility is not computed separately from $\varphi'(0)$; the final line applies `curie_weiss_law` to the branch just built.

**The inequality for $\tanh$.** `tanh_lt_self` differentiates $f(y) = y\cosh y - \sinh y$ in `hd`. The step `hmono` deduces from the positive derivative on the interior that $f$ is strictly increasing on $[0, \infty)$. Comparing $f(0)$ with $f(x)$ gives $\sinh x < x\cosh x$, and `div_lt_iff₀` turns this into the bound on $\tanh x$.

**The zero-field equation.** Inside `no_spontaneous_magnetisation`, the auxiliary statement `key` says that any solution `a` satisfies $a \le 0$. Its proof assumes $a > 0$, obtains $Ja/T \le a$ in `hle`, and splits on the sign of $Ja/T$ as in the two cases above. The step `hneg` shows that $-\mu$ is also a solution. Applying `key` to both $\mu$ and $-\mu$ leaves only $\mu = 0$.

**The consequences.** `branch_zero` evaluates the branch equation at zero field, which is allowed because a neighbourhood of zero contains zero (`hm.self_of_nhds`), and then applies the preceding theorem. `curie_weiss_paramagnet` supplies the resulting `m 0 = 0` to the law and keeps its second conclusion. `critical_not_differentiable` sets `J` equal to `T` and uses the first conclusion: a differentiable branch would give `T ≠ T`, which is refuted by `rfl`.
